# Electron–phonon elements from overlap derivatives of orthogonal eigenstates in a fixed basis

Take two electronic basis states and one nuclear coordinate $Q$, with the Hamiltonian

$$
H(Q)=\begin{pmatrix} Q^2-1 & 2Q\\ 2Q & 1-Q^2\end{pmatrix}.
$$

At $Q=0$ the lower state is $u=(1,0)$, with energy $-1$. The upper state can be followed in closed form: $f(Q)=(Q,1)$ satisfies $H(Q)f(Q)=(Q^2+1)f(Q)$. At $Q=0$ it is $(0,1)$, with energy $1$.

The electron–phonon element between the two states, taken per unit of $Q$ and without a zero-point amplitude, is the off-diagonal entry of $H'(0)$, which is $2$. It can also be found without differentiating $H$. The overlap of the fixed lower state with the moving upper state is $\langle u,f(Q)\rangle=Q$, its slope at zero is $1$, and the energy gap is $2$. Gap times slope is again $2$. Normalising the upper state turns the overlap into $Q/\sqrt{1+Q^2}$, which has the same slope at zero.

The perturbation mixes some of $u$ into the upper state as the nuclei move, at a rate equal to the coupling divided by the gap. Multiplying that rate by the gap recovers the coupling.

## The gap–overlap identity

Let $H(Q)$ be a finite complex matrix, differentiable at $Q_0$ and Hermitian there. Let $f(Q)$ be a final state with real energy $e(Q)$, both differentiable at $Q_0$, with $H(Q)f(Q)=e(Q)f(Q)$ for all $Q$ near $Q_0$. Let $u$ be an initial state with $H(Q_0)u=e_iu$ and $e_i$ real. Primes denote derivatives at $Q_0$, and $\langle a,b\rangle=\sum_j \overline{a_j}\,b_j$. If $\langle u,f(Q_0)\rangle=0$, then

$$
\langle u,H'f(Q_0)\rangle=\bigl(e(Q_0)-e_i\bigr)\,\frac{d}{dQ}\langle u,f(Q)\rangle\Big|_{Q_0}.
$$

The gap is final minus initial energy, and the derivative acts on the final state.

## Overlaps at displaced geometries in capture calculations

In a multiphonon treatment of nonradiative capture with linear coupling, this element is the electronic factor of the transition amplitude. For a finite Hamiltonian matrix in a fixed orthonormal basis and one nuclear coordinate, the identity lets a code obtain it from eigenvectors at displaced geometries, without assembling $H'$:

$$
\langle u,H'f(Q_0)\rangle=\lim_{Q\to Q_0}\frac{\bigl(e(Q_0)-e_i\bigr)\langle u,f(Q)\rangle}{Q-Q_0}.
$$

The gap is evaluated once, at $Q_0$.

An eigensolver returns each eigenvector with an arbitrary phase. The modulus of the quotient above, which uses a single displaced overlap, is insensitive to that phase. A central difference of two overlaps is not: the phases at the two displacements must be aligned before subtracting, or the leading terms may cancel instead of adding.

When $H(Q)$ is a self-consistent one-particle Hamiltonian, $H'$ is its total derivative, including the response of the density. A code that compares the overlap formula with the matrix element of the bare ionic perturbation is comparing two different quantities.

## Differentiating and projecting the eigenvalue equation

In components, the final state satisfies $\sum_j H_{ij}(Q)f_j(Q)=e(Q)f_i(Q)$ near $Q_0$. Two functions that agree near a point have the same derivative there, so the product rule gives

$$
H'f(Q_0)+H(Q_0)f'=e'f(Q_0)+e(Q_0)f'.
$$

Take the inner product with $u$:

$$
\langle u,H'f(Q_0)\rangle+\langle u,H(Q_0)f'\rangle=e'\langle u,f(Q_0)\rangle+e(Q_0)\langle u,f'\rangle.
$$

Since $H(Q_0)$ is Hermitian and $e_i$ is real,

$$
\langle u,H(Q_0)f'\rangle=\langle H(Q_0)u,f'\rangle=e_i\langle u,f'\rangle.
$$

Rearranging gives an identity that does not need orthogonality:

$$
\langle u,H'f(Q_0)\rangle=\bigl(e(Q_0)-e_i\bigr)\langle u,f'\rangle+e'\langle u,f(Q_0)\rangle.
$$

For orthogonal states the last term vanishes. Because $u$ does not depend on $Q$, the derivative of $\langle u,f(Q)\rangle$ at $Q_0$ is $\langle u,f'\rangle$, which completes the derivation.

If the energies differ, orthogonality follows from the other hypotheses. Evaluating $\langle u,H(Q_0)f(Q_0)\rangle$ to the left and to the right gives

$$
\bigl(e(Q_0)-e_i\bigr)\langle u,f(Q_0)\rangle=0,
$$

so the overlap is zero. Dividing the identity by the gap then gives the overlap derivative as coupling over gap.

For the limit formula, write $s(Q)=\langle u,f(Q)\rangle$. Since $s(Q_0)=0$, the difference quotient of $s$ is $s(Q)/(Q-Q_0)$, and it tends to $s'(Q_0)$. Multiplication by the gap gives the coupling.

For a differentiable factor $c(Q)$ with $|c(Q_0)|=1$,

$$
(cs)'(Q_0)=c'(Q_0)s(Q_0)+c(Q_0)s'(Q_0)=c(Q_0)s'(Q_0),
$$

which has the same modulus as $s'(Q_0)$.

The general identity also contains the diagonal Hellmann–Feynman relation. Setting $u=f(Q_0)$ and $e_i=e(Q_0)$ removes the gap term and leaves $\langle f(Q_0),H'f(Q_0)\rangle=e'\langle f(Q_0),f(Q_0)\rangle$.

## The Lean file

```lean
import Mathlib

open Matrix Filter Topology

namespace ElectronPhononOverlap

variable {n : Type*} [Fintype n]

/-- A final electronic state `f Q` with energy `e Q` that solves the eigenvalue equation of `H Q`
near `Q₀`; `H'`, `f'` and `e'` are the derivatives at `Q₀`, where `H` is Hermitian. -/
structure AdiabaticBranch (H : ℝ → Matrix n n ℂ) (H' : Matrix n n ℂ)
    (f : ℝ → n → ℂ) (f' : n → ℂ) (e : ℝ → ℝ) (e' Q₀ : ℝ) : Prop where
  hermitian : (H Q₀).IsHermitian
  H_deriv : ∀ i j, HasDerivAt (fun Q => H Q i j) (H' i j) Q₀
  f_deriv : ∀ j, HasDerivAt (fun Q => f Q j) (f' j) Q₀
  e_deriv : HasDerivAt e e' Q₀
  eigen : ∀ᶠ Q in 𝓝 Q₀, H Q *ᵥ f Q = (e Q : ℂ) • f Q

variable {H : ℝ → Matrix n n ℂ} {H' : Matrix n n ℂ} {f : ℝ → n → ℂ} {f' u : n → ℂ}
  {e : ℝ → ℝ} {e' Q₀ ei : ℝ}

/-- The overlap of a fixed state `u` with a moving state `f Q` has derivative `⟨u, f'⟩`. -/
theorem hasDerivAt_overlap (u : n → ℂ)
    (hf : ∀ j, HasDerivAt (fun Q => f Q j) (f' j) Q₀) :
    HasDerivAt (fun Q => star u ⬝ᵥ f Q) (star u ⬝ᵥ f') Q₀ := by
  change HasDerivAt (fun Q => ∑ j, star u j * f Q j) (∑ j, star u j * f' j) Q₀
  exact HasDerivAt.fun_sum fun j _ => (hf j).const_mul (star u j)

/-- The eigenvalue equation differentiated with respect to the nuclear coordinate:
`H' f + H f' = e' f + e f'` at `Q₀`. -/
theorem differentiated_eigen (h : AdiabaticBranch H H' f f' e e' Q₀) :
    H' *ᵥ f Q₀ + H Q₀ *ᵥ f' = (e' : ℂ) • f Q₀ + (e Q₀ : ℂ) • f' := by
  ext i
  -- product rule on each side of the equation
  have h1 : HasDerivAt (fun Q => ∑ j, H Q i j * f Q j)
      (∑ j, (H' i j * f Q₀ j + H Q₀ i j * f' j)) Q₀ :=
    HasDerivAt.fun_sum fun j _ => (h.H_deriv i j).fun_mul (h.f_deriv j)
  have h2 : HasDerivAt (fun Q => (e Q : ℂ) * f Q i)
      ((e' : ℂ) * f Q₀ i + (e Q₀ : ℂ) * f' i) Q₀ :=
    h.e_deriv.ofReal_comp.fun_mul (h.f_deriv i)
  -- both sides agree near `Q₀`, so their derivatives agree
  have h3 : HasDerivAt (fun Q => ∑ j, H Q i j * f Q j)
      ((e' : ℂ) * f Q₀ i + (e Q₀ : ℂ) * f' i) Q₀ :=
    h2.congr_of_eventuallyEq (h.eigen.mono fun Q hQ => congrFun hQ i)
  have h4 := h1.unique h3
  rw [Finset.sum_add_distrib] at h4
  exact h4

/-- A Hermitian matrix acts to the left on an eigenvector with real energy `ei` as
multiplication by `ei`. -/
theorem hermitian_acts_left {A : Matrix n n ℂ} (hA : A.IsHermitian)
    (hu : A *ᵥ u = (ei : ℂ) • u) (v : n → ℂ) :
    star u ⬝ᵥ (A *ᵥ v) = (ei : ℂ) * (star u ⬝ᵥ v) := by
  have hs : star u ᵥ* A = (ei : ℂ) • star u := by
    have h := Matrix.star_mulVec A u
    rw [hA.eq, hu] at h
    rw [← h]
    ext i
    simp
  rw [Matrix.dotProduct_mulVec, hs, smul_dotProduct, smul_eq_mul]

/-- The electron-phonon element without any orthogonality assumption: the energy gap times
`⟨u, f'⟩`, plus the slope of the final energy times the overlap at `Q₀`. -/
theorem coupling_general (h : AdiabaticBranch H H' f f' e e' Q₀)
    (hu : H Q₀ *ᵥ u = (ei : ℂ) • u) :
    star u ⬝ᵥ (H' *ᵥ f Q₀) =
      ((e Q₀ : ℂ) - ei) * (star u ⬝ᵥ f') + (e' : ℂ) * (star u ⬝ᵥ f Q₀) := by
  have h1 := congrArg (fun v => star u ⬝ᵥ v) (differentiated_eigen h)
  simp only [dotProduct_add, dotProduct_smul, smul_eq_mul] at h1
  rw [hermitian_acts_left h.hermitian hu f'] at h1
  linear_combination h1

/-- For an initial state `u` orthogonal to the final state at `Q₀`, the electron-phonon element
`⟨u, H' f⟩` is the energy gap times the derivative of the overlap `⟨u, f Q⟩` at `Q₀`. -/
theorem coupling_eq_gap_mul_deriv_overlap (h : AdiabaticBranch H H' f f' e e' Q₀)
    (hu : H Q₀ *ᵥ u = (ei : ℂ) • u) (horth : star u ⬝ᵥ f Q₀ = 0) :
    star u ⬝ᵥ (H' *ᵥ f Q₀) =
      ((e Q₀ : ℂ) - ei) * deriv (fun Q => star u ⬝ᵥ f Q) Q₀ := by
  rw [(hasDerivAt_overlap u h.f_deriv).deriv, coupling_general h hu, horth]
  ring

/-- If the initial and final energies differ at `Q₀`, the derivative of the overlap is the
electron-phonon element divided by the energy gap. -/
theorem deriv_overlap_eq_coupling_div_gap (h : AdiabaticBranch H H' f f' e e' Q₀)
    (hu : H Q₀ *ᵥ u = (ei : ℂ) • u) (hgap : e Q₀ ≠ ei) :
    deriv (fun Q => star u ⬝ᵥ f Q) Q₀ =
      (star u ⬝ᵥ (H' *ᵥ f Q₀)) / ((e Q₀ : ℂ) - ei) := by
  have hne : (e Q₀ : ℂ) - ei ≠ 0 := sub_ne_zero.mpr (by exact_mod_cast hgap)
  -- eigenvectors with different energies are orthogonal
  have horth : star u ⬝ᵥ f Q₀ = 0 := by
    have h1 := hermitian_acts_left h.hermitian hu (f Q₀)
    rw [h.eigen.self_of_nhds, dotProduct_smul, smul_eq_mul] at h1
    have h2 : ((e Q₀ : ℂ) - ei) * (star u ⬝ᵥ f Q₀) = 0 := by linear_combination h1
    exact (mul_eq_zero.mp h2).resolve_left hne
  rw [eq_div_iff hne, coupling_eq_gap_mul_deriv_overlap h hu horth]
  ring

/-- For an initial state `u` orthogonal to the final state at `Q₀`, the energy gap at `Q₀` times the
overlap at a displaced geometry, divided by the displacement, tends to the electron-phonon element
as the displacement goes to zero. -/
theorem finite_difference_tendsto_coupling (h : AdiabaticBranch H H' f f' e e' Q₀)
    (hu : H Q₀ *ᵥ u = (ei : ℂ) • u) (horth : star u ⬝ᵥ f Q₀ = 0) :
    Tendsto (fun Q : ℝ => ((e Q₀ : ℂ) - ei) * (star u ⬝ᵥ f Q) / ((Q : ℂ) - Q₀))
      (𝓝[≠] Q₀) (𝓝 (star u ⬝ᵥ (H' *ᵥ f Q₀))) := by
  have hd := hasDerivAt_overlap u h.f_deriv
  rw [coupling_eq_gap_mul_deriv_overlap h hu horth, hd.deriv]
  have ht := (hasDerivAt_iff_tendsto_slope.mp hd).const_mul ((e Q₀ : ℂ) - ei)
  refine ht.congr fun Q => ?_
  -- the overlap at `Q₀` drops out of the difference quotient
  simp only [slope, vsub_eq_sub, horth, sub_zero, Complex.real_smul, Complex.ofReal_inv,
    Complex.ofReal_sub]
  ring

/-- Multiplying the final state by a differentiable factor `c Q` of modulus one at `Q₀` leaves
the modulus of the overlap derivative unchanged, if the states are orthogonal at `Q₀`. -/
theorem norm_deriv_overlap_phase {c : ℝ → ℂ} {c' : ℂ}
    (hf : ∀ j, HasDerivAt (fun Q => f Q j) (f' j) Q₀)
    (hc : HasDerivAt c c' Q₀) (hc1 : ‖c Q₀‖ = 1) (horth : star u ⬝ᵥ f Q₀ = 0) :
    ‖deriv (fun Q => star u ⬝ᵥ (c Q • f Q)) Q₀‖ =
      ‖deriv (fun Q => star u ⬝ᵥ f Q) Q₀‖ := by
  have hd := hasDerivAt_overlap u hf
  have hp := hc.fun_mul hd
  simp only [dotProduct_smul, smul_eq_mul]
  rw [hp.deriv, hd.deriv, horth, mul_zero, zero_add, norm_mul, hc1, one_mul]

/-- A two-level Hamiltonian whose diagonal and off-diagonal entries depend on the nuclear
coordinate `Q`. -/
def twoLevel (Q : ℝ) : Matrix (Fin 2) (Fin 2) ℂ :=
  !![(Q : ℂ) ^ 2 - 1, 2 * (Q : ℂ); 2 * (Q : ℂ), 1 - (Q : ℂ) ^ 2]

/-- The two-level Hamiltonian with final state `(Q, 1)` of energy `Q² + 1` and initial state
`(1, 0)` of energy `-1` meets all hypotheses at `Q₀ = 0`, with electron-phonon element `2`. -/
theorem coupling_witness :
    AdiabaticBranch twoLevel !![0, 2; 2, 0] (fun Q => ![(Q : ℂ), 1]) ![1, 0]
      (fun Q => Q ^ 2 + 1) 0 0 ∧
    twoLevel 0 *ᵥ ![(1 : ℂ), 0] = ((-1 : ℝ) : ℂ) • ![(1 : ℂ), 0] ∧
    star ![(1 : ℂ), 0] ⬝ᵥ ![((0 : ℝ) : ℂ), 1] = 0 ∧
    star ![(1 : ℂ), 0] ⬝ᵥ (!![0, 2; 2, 0] *ᵥ ![((0 : ℝ) : ℂ), 1]) = 2 := by
  have hid : HasDerivAt (fun Q : ℝ => (Q : ℂ)) 1 0 :=
    (hasDerivAt_id' (0 : ℝ)).ofReal_comp.congr_deriv (by simp)
  have hsq : HasDerivAt (fun Q : ℝ => (Q : ℂ) ^ 2) 0 0 :=
    (hid.fun_pow 2).congr_deriv (by simp)
  have htwo : HasDerivAt (fun Q : ℝ => 2 * (Q : ℂ)) 2 0 :=
    (hid.const_mul (2 : ℂ)).congr_deriv (by norm_num)
  refine ⟨⟨?_, ?_, ?_, ?_, ?_⟩, ?_, ?_, ?_⟩
  · refine Matrix.IsHermitian.ext fun i j => ?_
    fin_cases i <;> fin_cases j <;> simp [twoLevel]
  · intro i j
    fin_cases i <;> fin_cases j
    · exact hsq.sub_const 1
    · exact htwo
    · exact htwo
    · exact (hsq.const_sub 1).congr_deriv (by simp)
  · intro j
    fin_cases j
    · exact hid
    · exact hasDerivAt_const (0 : ℝ) (1 : ℂ)
  · exact (((hasDerivAt_id' (0 : ℝ)).fun_pow 2).add_const 1).congr_deriv (by simp)
  · refine Eventually.of_forall fun Q => ?_
    ext i
    fin_cases i <;> simp [twoLevel, Matrix.mulVec, dotProduct, Fin.sum_univ_succ] <;> ring
  · ext i
    fin_cases i <;> simp [twoLevel, Matrix.mulVec, dotProduct, Fin.sum_univ_succ]
  · simp [dotProduct, Fin.sum_univ_succ]
  · simp [Matrix.mulVec, dotProduct, Fin.sum_univ_succ]

end ElectronPhononOverlap
```

```lean
#print axioms ElectronPhononOverlap.coupling_eq_gap_mul_deriv_overlap
#print axioms ElectronPhononOverlap.deriv_overlap_eq_coupling_div_gap
#print axioms ElectronPhononOverlap.finite_difference_tendsto_coupling
#print axioms ElectronPhononOverlap.norm_deriv_overlap_phase
```

```
'ElectronPhononOverlap.coupling_eq_gap_mul_deriv_overlap' depends on axioms: [propext, Classical.choice, Quot.sound]
'ElectronPhononOverlap.deriv_overlap_eq_coupling_div_gap' depends on axioms: [propext, Classical.choice, Quot.sound]
'ElectronPhononOverlap.finite_difference_tendsto_coupling' depends on axioms: [propext, Classical.choice, Quot.sound]
'ElectronPhononOverlap.norm_deriv_overlap_phase' depends on axioms: [propext, Classical.choice, Quot.sound]
```

## How the Lean objects correspond to the physics

The finite type `n` labels the electronic basis functions. `H` assigns a complex matrix to each real coordinate, and `star u ⬝ᵥ v` is the inner product $\langle u,v\rangle$, conjugate-linear in its first argument. The product `H' *ᵥ f Q₀` is the derivative matrix acting on the final state.

The structure `AdiabaticBranch` collects the assumptions about the Hamiltonian and the final state. Its derivative fields are entrywise, and its field `eigen` requires the eigenvalue equation for all $Q$ sufficiently close to $Q_0$. Hermiticity is needed only at $Q_0$. The initial state enters separately, through `hu`, and has to be an eigenvector at that one geometry only.

The main theorem is `coupling_eq_gap_mul_deriv_overlap`, with orthogonality supplied as `horth`. In `deriv_overlap_eq_coupling_div_gap` that hypothesis is replaced by `hgap`, which says that the two energies differ. The limit in `finite_difference_tendsto_coupling` is taken over `𝓝[≠] Q₀`, so displacements of either sign are allowed and zero displacement is excluded.

No vector is required to be normalised. Both sides of the identity scale in the same way with $u$ and $f$, so it holds for any lengths, but the physical matrix element is the one for states of unit norm at $Q_0$.

## How the proof follows the derivation

`hasDerivAt_overlap` writes the inner product as a finite sum and differentiates it term by term, with the components of $u$ as constants.

`differentiated_eigen` works one component at a time. The facts `h1` and `h2` apply the product rule to the two sides of the eigenvalue equation. `congr_of_eventuallyEq` then uses their agreement near $Q_0$ to give a second expression for the first derivative of the left side, and uniqueness of derivatives equates the two.

`hermitian_acts_left` is the step that moves the Hamiltonian onto $u$. It takes the conjugate transpose of the eigenvalue equation for $u$, where the reality of $e_i$ keeps the eigenvalue unchanged.

`coupling_general` projects the differentiated equation on $u$, applies the previous lemma and rearranges with `linear_combination`. The main theorem substitutes the overlap derivative and sets the remaining overlap to zero. The result for distinct energies first proves orthogonality by the two-way evaluation above and then divides by the nonzero gap.

For the finite-difference theorem, `hasDerivAt_iff_tendsto_slope` turns the derivative into a limit of difference quotients, and orthogonality removes the overlap at $Q_0$ from the numerator. `norm_deriv_overlap_phase` applies the product rule to $cs$. It does not use the eigenvalue equation at all.

`coupling_witness` checks the opening two-level model against every hypothesis of the main theorem and evaluates its matrix element as $2$.

## Differentiable branches, fixed bases and step size

The existence of a differentiable final state is assumed. Physically, this means that one electronic state can be followed smoothly as the nuclei move. Eigenvectors sorted by energy can jump from one state to another at a level crossing, and such a list is not a differentiable branch there.

Degeneracy with the initial state is nevertheless allowed in the main theorem. If $e(Q_0)=e_i$ and the states are orthogonal, the identity says that the coupling vanishes. It then gives no information about the overlap derivative, and the division formula does not apply.

The basis is orthonormal and independent of $Q$. A fixed set of plane waves in a fixed cell, with norm-conserving pseudopotentials, fits this description. Atom-centred functions that move with the nuclei do not. A model for them would use a Hermitian overlap matrix $S(Q)$ and the equation $H(Q)f(Q)=e(Q)S(Q)f(Q)$, with $H(Q_0)u=e_iS(Q_0)u$. The same differentiation and projection, with $\langle u,S(Q_0)f(Q_0)\rangle=0$, then give

$$
\langle u,(H'-e(Q_0)S')f(Q_0)\rangle=\bigl(e(Q_0)-e_i\bigr)\langle u,S(Q_0)f'\rangle.
$$

The left side acquires a term in $S'$, and the product of coefficient vectors on the right is taken with the metric $S(Q_0)$. This is a relation between matrices and coefficient vectors. The derivative of the electronic wavefunction itself also contains the derivatives of the basis functions, so neither side should be identified with the coupling of the fixed-basis case without accounting for them.

The finite-difference theorem establishes convergence without a rate, so it does not select a displacement. In a calculation the step has to be small enough for the overlap to be linear in $Q-Q_0$ and large enough for it to stand above the eigensolver's error. Repeating the calculation with a few displacements tests both conditions.

The identity concerns the electronic element alone. A capture rate also needs vibrational matrix elements and a density of final states, and its accuracy depends on the electronic Hamiltonian and on the linear-coupling approximation.
